# Levy–Perdew scaling inequalities for density-constrained minimisers

Let $x$ minimise $T+W$, the kinetic plus the repulsion energy, among all states of density $n$, and let $y$ minimise it among all states of the scaled density $n_l$. Suppose that scaling a state by $l>0$ scales its density accordingly and multiplies $T$ by $l^2$ and $W$ by $l$. Then

$$
\begin{aligned}
l>1:&\qquad T(y)\le l^2\,T(x),\qquad W(y)\ge l\,W(x),\\
0<l<1:&\qquad T(y)\ge l^2\,T(x),\qquad W(y)\le l\,W(x).
\end{aligned}
$$

For $N$ electrons, the scaled wavefunction is $\psi_l(\mathbf r_1,\dots,\mathbf r_N)=l^{3N/2}\,\psi(l\mathbf r_1,\dots,l\mathbf r_N)$, with spin variables left alone, and its density is $n_l(\mathbf r)=l^3n(l\mathbf r)$. A value $l>1$ compresses the system. Two derivatives in the kinetic energy give the factor $l^2$, and the Coulomb repulsion $1/|\mathbf r_i-\mathbf r_j|$ gives the factor $l$. The external potential does not enter, because its energy is the same for all states of one density.

In density functional theory, inequalities of this kind are constraints that an approximate functional can be tested against; here they are derived for any model with the stated scaling laws, provided that both minimisers exist.

## Two trial states and one chain of inequalities

Write $x_l$ for the state $x$ scaled by $l$. The scaled state $x_l$ has the density $n_l$, but it need not be the minimiser $y$. It solves a related problem, in which the repulsion carries a coupling constant.

Suppose more generally that $x$ minimises $T+gW$ at density $n$, for some real coupling $g$. Let $z$ be any state of density $n_l$. Scaling by $1/l$ takes its density back to $n$, so $z_{1/l}$ is a trial state for $x$:

$$
T(x)+g\,W(x)\;\le\;T(z_{1/l})+g\,W(z_{1/l})\;=\;\frac{T(z)}{l^2}+\frac{g\,W(z)}{l}.
$$

Multiplication by $l^2$ gives

$$
l^2T(x)+lg\cdot l\,W(x)\;\le\;T(z)+lg\,W(z).
$$

The left side is $T(x_l)+lg\,W(x_l)$. Hence $x_l$ minimises $T+lg\,W$ at density $n_l$: scaling the coordinates by $l$ multiplies the coupling by $l$. This links coordinate scaling to the adiabatic connection, in which the coupling varies at fixed density.

Now take $g=1$. The states $x_l$ and $y$ have the same density and minimise at couplings $l$ and $1$, so each is a trial state for the other:

$$
\begin{aligned}
T(y)+W(y)&\le l^2T(x)+l\,W(x),\\
l^2T(x)+l\cdot l\,W(x)&\le T(y)+l\,W(y).
\end{aligned}
$$

Define the deviations from exact scaling by

$$
t=l^2T(x)-T(y),\qquad w=W(y)-l\,W(x).
$$

The two inequalities become the chain

$$
w\;\le\;t\;\le\;l\,w.
$$

Its outer terms give $(l-1)w\ge0$. If $l>1$, then $w\ge0$, and $t\ge w\ge0$. If $0<l<1$, then $w\le0$, and $t\le lw\le0$. These are the four inequalities. The signs of $T$ and $W$ themselves play no part.

The chain also settles the case of equality. If $w=0$, then $t=0$. If $t=0$, then $w\le0\le lw$, and so $w=0$. In that case $x_l$ has the same value of $T+W$ as $y$ and is itself a minimiser at density $n_l$ with coupling $1$.

## A model with a size and a correlation parameter

Let a state be a pair $(a,b)$, where the inverse length $a$ plays the role of the density and $b$ is a correlation parameter. Set

$$
T=a^2(1+b^2),\qquad W=a(1-b)^2,
$$

and let scaling take $(a,b)$ to $(la,b)$. Raising $b$ from $0$ towards $1$ costs kinetic energy and lowers the repulsion. For fixed $a>0$, the condition $2a^2b-2a(1-b)=0$ gives $b=c$ with $c=1/(1+a)$. Since $(1+a)c=1$, the energy of any other $b$ exceeds this one by

$$
(a^2+a)(b-c)^2\ge0,
$$

so the stationary point is a minimum. The optimal correlation parameter falls as the system is compressed.

For $a=1$ and $l=2$, the minimisers are $x=(1,\tfrac12)$ and $y=(2,\tfrac13)$. They satisfy

$$
T(y)=\tfrac{40}{9}<5=4\,T(x),\qquad W(y)=\tfrac89>\tfrac12=2\,W(x).
$$

The same model shows what happens without the requirement that $x$ minimise $T+W$. Replace $x$ by $x'=(1,0)$, which has the same density but minimises $T$ alone, as a non-interacting state would. Then $4\,T(x')=4<\tfrac{40}{9}$ and $2\,W(x')=2>\tfrac89$, and both inequalities fail. The requirement on $x$ therefore cannot simply be dropped: here $x'$ minimises at coupling $0$ and $y$ at coupling $1$.

## The scaling laws as a structure

In Lean 4 with Mathlib:

```lean
import Mathlib

noncomputable section

namespace LevyPerdewScaling
```

The setting is recorded in a structure over two arbitrary types, `S` for states and `D` for densities.

```lean
/-- States and densities with a compatible coordinate scaling, under which the kinetic
energy `T` has degree two and the repulsion energy `W` has degree one. -/
structure ScalingModel (S D : Type*) where
  /-- kinetic energy of a state -/
  T : S → ℝ
  /-- repulsion energy of a state -/
  W : S → ℝ
  /-- density of a state -/
  dens : S → D
  /-- scaling of states -/
  scale : ℝ → S → S
  /-- scaling of densities -/
  scaleDens : ℝ → D → D
  dens_scale : ∀ l : ℝ, 0 < l → ∀ x, dens (scale l x) = scaleDens l (dens x)
  scaleDens_inv : ∀ l : ℝ, 0 < l → ∀ n, scaleDens l⁻¹ (scaleDens l n) = n
  T_scale : ∀ l : ℝ, 0 < l → ∀ x, T (scale l x) = l ^ 2 * T x
  W_scale : ∀ l : ℝ, 0 < l → ∀ x, W (scale l x) = l * W x
```

The fields `T`, `W` and `dens` assign to each state its two energies and its density. The maps `scale` and `scaleDens` correspond to $x\mapsto x_l$ and $n\mapsto n_l$. They are defined for every real `l`, but the four laws are required only for positive `l`.

The law `dens_scale` says that scaling a state and then taking its density agrees with scaling its density. The law `scaleDens_inv` says that scaling a density by $l$ and then by $1/l$ restores it; no such law is needed for the states. The last two laws fix the degrees two and one.

For electrons these laws stand for the change of variables in the kinetic and Coulomb integrals. They are assumed in the structure and not derived from a Hamiltonian, and the electronic wavefunctions are not constructed as an instance. Because `T` and `W` take real values, an application has to restrict `S` to states of finite energy.

## Minimisers at a given density and coupling

```lean
variable {S D : Type*}

/-- The state `x` has density `n` and minimises `T + g W` among all states of that density;
`g` is the coupling constant. -/
def IsMinimiser (M : ScalingModel S D) (g : ℝ) (n : D) (x : S) : Prop :=
  M.dens x = n ∧ ∀ z, M.dens z = n → M.T x + g * M.W x ≤ M.T z + g * M.W z
```

The predicate `IsMinimiser M g n x` has two parts: `x` has density `n`, and no state `z` of that density has a lower value of $T+gW$. This is the constrained search over states of a fixed density. Neither existence nor uniqueness of a minimiser is part of the definition. The theorems take minimisers as hypotheses and hold for any choice among several.

## Scaling changes the coupling

```lean
/-- Scaling a minimiser at coupling `g` and density `n` by `l > 0` gives a minimiser at coupling `l
g` and the scaled density. -/
theorem scale_isMinimiser (M : ScalingModel S D) {g l : ℝ} (hl : 0 < l) {n : D} {x : S}
    (hx : IsMinimiser M g n x) :
    IsMinimiser M (l * g) (M.scaleDens l n) (M.scale l x) := by
  refine ⟨by rw [M.dens_scale l hl, hx.1], fun z hz => ?_⟩
  have hli : 0 < l⁻¹ := inv_pos.mpr hl
  -- scale the competitor back to the original density
  have h := hx.2 (M.scale l⁻¹ z) (by rw [M.dens_scale _ hli, hz, M.scaleDens_inv l hl])
  rw [M.T_scale _ hli, M.W_scale _ hli] at h
  rw [M.T_scale l hl, M.W_scale l hl]
  have h2 := mul_le_mul_of_nonneg_left h (sq_nonneg l)
  have hi : l * l⁻¹ = 1 := mul_inv_cancel₀ hl.ne'
  have e : l ^ 2 * (l⁻¹ ^ 2 * M.T z + g * (l⁻¹ * M.W z)) = M.T z + l * g * M.W z := by
    generalize l⁻¹ = k at hi ⊢
    linear_combination (l * k + 1) * M.T z * hi + l * g * M.W z * hi
  rw [e] at h2
  linarith
```

The theorem states that $x_l$ minimises at coupling $lg$ and density $n_l$. The density part follows from `dens_scale`. For the energy part, the competitor `z` is scaled back by `l⁻¹`, and `scaleDens_inv` confirms that it then has density `n`. The inequality `h` is the one for $z_{1/l}$ in the derivation above, and `h2` is its multiple by $l^2$. The identity `e` simplifies the right side to $T(z)+lg\,W(z)$, using only $l\,l^{-1}=1$.

## The chain for the two deviations

```lean
/-- The kinetic deviation `l² T(x) - T(y)` is at least the repulsion deviation `W(y) - l W(x)` and
at most `l` times that repulsion deviation. -/
theorem deviation_bounds (M : ScalingModel S D) {l : ℝ} (hl : 0 < l) {n : D} {x y : S}
    (hx : IsMinimiser M 1 n x) (hy : IsMinimiser M 1 (M.scaleDens l n) y) :
    M.W y - l * M.W x ≤ l ^ 2 * M.T x - M.T y ∧
      l ^ 2 * M.T x - M.T y ≤ l * (M.W y - l * M.W x) := by
  have hs := scale_isMinimiser M hl hx
  -- each of the two minimisers is a trial state for the other
  have h1 := hy.2 _ hs.1
  have h2 := hs.2 y hy.1
  rw [M.T_scale l hl, M.W_scale l hl] at h1 h2
  constructor <;> linarith
```

The conclusion is $w\le t\le lw$ with $t$ and $w$ written out. Both hypotheses `hx` and `hy` are at coupling 1, and `hs` places the scaled `x` at coupling $l$. The inequality `h1` uses $x_l$ as a trial state for $y$, and `h2` uses $y$ as a trial state for $x_l$. After the scaling laws are inserted, each half of the chain is a linear rearrangement of one of them.

## Compression and expansion

```lean
/-- Compression, `l > 1`: the minimiser at the scaled density has at most `l²` times the
kinetic energy and at least `l` times the repulsion energy of the original minimiser. -/
theorem scaling_inequalities_of_one_lt (M : ScalingModel S D) {l : ℝ} (hl : 1 < l)
    {n : D} {x y : S}
    (hx : IsMinimiser M 1 n x) (hy : IsMinimiser M 1 (M.scaleDens l n) y) :
    M.T y ≤ l ^ 2 * M.T x ∧ l * M.W x ≤ M.W y := by
  obtain ⟨h1, h2⟩ := deviation_bounds M (by linarith) hx hy
  -- the outer terms of the chain fix the sign of the repulsion deviation
  have h3 : 0 ≤ (l - 1) * (M.W y - l * M.W x) := by linarith
  have h4 := (mul_nonneg_iff_of_pos_left (sub_pos.mpr hl)).mp h3
  constructor <;> linarith
```

For $l>1$, the theorem gives $T(y)\le l^2T(x)$ and $lW(x)\le W(y)$. The outer terms of the chain yield `h3`, which is $(l-1)w\ge0$. Dividing out the positive factor $l-1$ gives `h4`, which is $w\ge0$, and $t\ge w$ then supplies the kinetic inequality.

```lean
/-- Expansion, `0 < l < 1`: the minimiser at the scaled density has at least `l²` times the
kinetic energy and at most `l` times the repulsion energy of the original minimiser. -/
theorem scaling_inequalities_of_lt_one (M : ScalingModel S D) {l : ℝ} (hl0 : 0 < l)
    (hl : l < 1) {n : D} {x y : S}
    (hx : IsMinimiser M 1 n x) (hy : IsMinimiser M 1 (M.scaleDens l n) y) :
    l ^ 2 * M.T x ≤ M.T y ∧ M.W y ≤ l * M.W x := by
  obtain ⟨h1, h2⟩ := deviation_bounds M hl0 hx hy
  have h3 : 0 ≤ (1 - l) * (l * M.W x - M.W y) := by linarith
  have h4 := (mul_nonneg_iff_of_pos_left (sub_pos.mpr hl)).mp h3
  have h5 := mul_nonneg hl0.le h4
  constructor <;> linarith
```

For $0<l<1$, the same argument is written with $1-l$ and $-w$, so that both are nonnegative. Here `h4` is $-w\ge0$ and `h5` is $-lw\ge0$. The upper bound $t\le lw$ then gives $t\le0$.

Both theorems give weak inequalities. Strict ones would require an argument that excludes exact scaling in the system at hand.

## When the energies scale exactly

```lean
/-- The kinetic energy scales exactly between the two minimisers if and only if the repulsion
energy does. -/
theorem kinetic_eq_iff_repulsion_eq (M : ScalingModel S D) {l : ℝ} (hl : 0 < l)
    {n : D} {x y : S}
    (hx : IsMinimiser M 1 n x) (hy : IsMinimiser M 1 (M.scaleDens l n) y) :
    M.T y = l ^ 2 * M.T x ↔ M.W y = l * M.W x := by
  obtain ⟨h1, h2⟩ := deviation_bounds M hl hx hy
  constructor
  · intro h
    have h3 : 0 ≤ l * (M.W y - l * M.W x) := by linarith
    have h4 := (mul_nonneg_iff_of_pos_left hl).mp h3
    linarith
  · intro h
    rw [h] at h1 h2
    linarith
```

For every $l>0$, the equality $T(y)=l^2T(x)$ holds exactly when $W(y)=lW(x)$ does. In the forward direction, $t=0$ makes $lw$ nonnegative by the upper half of the chain and $w$ nonpositive by the lower half. In the reverse direction, $w=0$ encloses $t$ between two zeros.

```lean
/-- If the kinetic energy scales exactly between the two minimisers, the scaled original
minimiser is itself a minimiser at the scaled density. -/
theorem scaled_state_isMinimiser_of_eq (M : ScalingModel S D) {l : ℝ} (hl : 0 < l)
    {n : D} {x y : S}
    (hx : IsMinimiser M 1 n x) (hy : IsMinimiser M 1 (M.scaleDens l n) y)
    (hT : M.T y = l ^ 2 * M.T x) :
    IsMinimiser M 1 (M.scaleDens l n) (M.scale l x) := by
  have hW := (kinetic_eq_iff_repulsion_eq M hl hx hy).mp hT
  refine ⟨(scale_isMinimiser M hl hx).1, fun z hz => ?_⟩
  have h := hy.2 z hz
  rw [M.T_scale l hl, M.W_scale l hl]
  linarith
```

If the kinetic energy scales exactly, the scaled original minimiser also minimises at coupling 1. The proof obtains the repulsion equality `hW` from the previous theorem. With both equalities, $x_l$ has the same total energy as $y$, and the minimality of $y$ passes to it. Since $x_l$ always minimises at coupling $l$ as well, exact scaling with $l\ne1$ means that one state is optimal at two different couplings.

## Explicit minimisers with strict inequalities

```lean
/-- A model whose states are pairs of an inverse length `a`, which plays the role of the
density, and a correlation parameter `b`, with `T = a² (1 + b²)` and `W = a (1 - b)²`. -/
def pairModel : ScalingModel (ℝ × ℝ) ℝ where
  T p := p.1 ^ 2 * (1 + p.2 ^ 2)
  W p := p.1 * (1 - p.2) ^ 2
  dens p := p.1
  scale l p := (l * p.1, p.2)
  scaleDens l a := l * a
  dens_scale _ _ _ := rfl
  scaleDens_inv l hl a := inv_mul_cancel_left₀ hl.ne' a
  T_scale l _ p := by ring
  W_scale l _ p := by ring
```

The size-and-correlation model is an instance of the structure with states `ℝ × ℝ` and densities `ℝ`. In the code `p.1` is $a$ and `p.2` is $b$. The energy laws are polynomial identities, and the density laws follow from multiplication by $l$.

```lean
/-- In the pair model the state with correlation parameter `1 / (1 + a)` minimises `T + W` at
inverse length `a > 0`. -/
theorem pairModel_isMinimiser (a : ℝ) (ha : 0 < a) :
    IsMinimiser pairModel 1 a (a, (1 + a)⁻¹) := by
  refine ⟨rfl, ?_⟩
  rintro ⟨a', b⟩ hz
  change a' = a at hz
  have hc : (1 + a) * (1 + a)⁻¹ = 1 := mul_inv_cancel₀ (by positivity)
  change a ^ 2 * (1 + (1 + a)⁻¹ ^ 2) + 1 * (a * (1 - (1 + a)⁻¹) ^ 2)
    ≤ a' ^ 2 * (1 + b ^ 2) + 1 * (a' * (1 - b) ^ 2)
  rw [hz]
  generalize (1 + a)⁻¹ = c at hc ⊢
  -- the excess energy is a complete square
  have key : a ^ 2 * (1 + b ^ 2) + 1 * (a * (1 - b) ^ 2)
      - (a ^ 2 * (1 + c ^ 2) + 1 * (a * (1 - c) ^ 2)) = (a ^ 2 + a) * (b - c) ^ 2 := by
    linear_combination 2 * a * (b - c) * hc
  have hpos : 0 ≤ (a ^ 2 + a) * (b - c) ^ 2 := by positivity
  linarith
```

For every $a>0$, the pair with correlation parameter $1/(1+a)$ is a minimiser. The proof names this parameter `c` and keeps only the relation $(1+a)c=1$, called `hc`. The identity `key` is the completed square of the derivation by hand, and its nonnegativity gives the inequality against an arbitrary competitor `b`.

```lean
/-- In the pair model, explicit minimisers at inverse length 1 and at its scaling by `l = 2`
satisfy both scaling inequalities strictly. -/
theorem scaling_inequalities_witness :
    IsMinimiser pairModel 1 1 (1, 1 / 2) ∧
      IsMinimiser pairModel 1 (pairModel.scaleDens 2 1) (2, 1 / 3) ∧
      pairModel.T (2, 1 / 3) < 2 ^ 2 * pairModel.T (1, 1 / 2) ∧
      2 * pairModel.W (1, 1 / 2) < pairModel.W (2, 1 / 3) := by
  refine ⟨?_, ?_, ?_, ?_⟩
  · rw [show (1 : ℝ) / 2 = (1 + 1)⁻¹ by norm_num]
    exact pairModel_isMinimiser 1 one_pos
  · have e : pairModel.scaleDens 2 1 = 2 := by
      change (2 : ℝ) * 1 = 2
      norm_num
    rw [e, show (1 : ℝ) / 3 = (1 + 2)⁻¹ by norm_num]
    exact pairModel_isMinimiser 2 two_pos
  · change (2 : ℝ) ^ 2 * (1 + (1 / 3) ^ 2) < 2 ^ 2 * (1 ^ 2 * (1 + (1 / 2) ^ 2))
    norm_num
  · change (2 : ℝ) * (1 * (1 - 1 / 2) ^ 2) < 2 * (1 - 1 / 3) ^ 2
    norm_num

end LevyPerdewScaling
```

The last theorem takes $a=1$ and $l=2$. Its first two parts identify the minimisers $(1,\tfrac12)$ and $(2,\tfrac13)$ through the general formula. The other two parts are the numerical comparisons $\tfrac{40}{9}<5$ and $\tfrac12<\tfrac89$. The hypotheses of the compression theorem are therefore met in a concrete two-parameter model, by two minimisers between which neither energy scales exactly.

```lean
#print axioms LevyPerdewScaling.scaling_inequalities_of_one_lt
-- 'LevyPerdewScaling.scaling_inequalities_of_one_lt' depends on axioms: [propext, Classical.choice, Quot.sound]
#print axioms LevyPerdewScaling.scaling_inequalities_of_lt_one
-- 'LevyPerdewScaling.scaling_inequalities_of_lt_one' depends on axioms: [propext, Classical.choice, Quot.sound]
#print axioms LevyPerdewScaling.scaled_state_isMinimiser_of_eq
-- 'LevyPerdewScaling.scaled_state_isMinimiser_of_eq' depends on axioms: [propext, Classical.choice, Quot.sound]
```
